# The density \(A\,r^{-3/2}e^{-ar}\) has a \(q^{-3/2}\) Fourier tail and, for \(A\neq0\), a non-integrable mean-square weight beyond every cutoff

## Do more plane waves help at a bare Thomas-Fermi nucleus?

Close to a bare nucleus the potential energy behaves as \(-Z/r\), and the Thomas-Fermi density, which goes as the largest kinetic energy of an electron at that point to the power 3/2, rises as \(r^{-3/2}\). The charge inside a small sphere is still finite. I want to expand such a density in plane waves, and I took \(n(r)=A\,r^{-3/2}e^{-ar}\) as a test case. Its Fourier coefficients do go to zero at large wave number \(q\), so I expected the mean-square error of the truncated density to become small once the cutoff is high enough. It doesn't seem to settle. How fast do the coefficients fall, and is that fast enough?

## The coefficients fall as \(q^{-3/2}\), which leaves a logarithmic divergence

They fall too slowly, by exactly a logarithm. It costs nothing to treat \(n(r)=A\,r^{-s}e^{-ar}\) with \(a>0\) and \(s<2\) and to set \(s=3/2\) at the end. The radial Fourier transform is

\[
F(q)=\frac{4\pi}{q}\int_0^\infty r\,n(r)\sin(qr)\,dr .
\]

Put \(p=2-s>0\) and \(w=a-iq\). Since \(e^{-wr}=e^{-ar}e^{iqr}\), the sine integral is an imaginary part:

\[
\int_0^\infty r\,n(r)\sin(qr)\,dr=A\,\operatorname{Im}\int_0^\infty r^{p-1}e^{-wr}\,dr .
\]

For real \(w>0\), substituting \(t=wr\) gives \(\Gamma(p)\,(1/w)^p\) for the last integral. Both sides are holomorphic for \(\operatorname{Re}w>0\), so the formula holds in that whole half-plane. Multiply \(F\) by \(q^{3-s}=q\cdot q^{p}\) and take the positive factor \(q^p\) inside the complex power:

\[
q^{3-s}F(q)=4\pi A\,\Gamma(p)\,\operatorname{Im}\left(\frac{1}{a/q-i}\right)^{p}.
\]

As \(q\to\infty\) the bracket tends to \(1/(-i)=i\), and \(i^p=e^{ip\pi/2}\). Hence

\[
q^{3-s}F(q)\to4\pi A\,\Gamma(2-s)\sin\big((2-s)\pi/2\big).
\]

At \(s=3/2\) we have \(\Gamma(1/2)=\sqrt\pi\) and \(\sin(\pi/4)=\sqrt2/2\), so

\[
q^{3/2}F(q)\to L=4\pi A\sqrt{\pi/2}.
\]

For the mean-square error, the omitted waves contribute \(F^2\) times the volume element \(4\pi q^2\,dq\), up to the constant factor \((2\pi)^{-3}\) of this Fourier convention, so the relevant weight is

\[
q^2F(q)^2=\frac{\big(q^{3/2}F(q)\big)^2}{q}.
\]

If \(A\neq0\), then \(L^2>0\), and the numerator exceeds \(L^2/2\) from some \(q\) on. The weight is then larger than \(L^2/(2q)\), whose integral to infinity diverges logarithmically. This holds for every cutoff \(Q>0\).

The mistake to avoid is leaving out the factor \(q^2\) from the volume element. \(F^2\) alone falls as \(q^{-3}\), which is integrable beyond \(Q\), and one would conclude that the error is finite.

For plane-wave orbital-free calculations this means that, for this single-centre model density, the mean-square density error is no usable measure of convergence: it is infinite at every cutoff.

Here is the argument in Lean 4 with Mathlib.

```lean
import Mathlib

open MeasureTheory Set Filter
open scoped Real Topology

namespace ThomasFermiPlaneWave

noncomputable section

/-- The radial Fourier transform `(4π/q) ∫ r n(r) sin(qr) dr` over `r > 0` of a spherical
density `n`, for wave number `q ≠ 0`. -/
def radialFourier (n : ℝ → ℝ) (q : ℝ) : ℝ :=
  4 * π / q * ∫ r in Ioi (0 : ℝ), r * n r * Real.sin (q * r)

/-- The density `A r^(-s) exp(-a r)` at distance `r > 0` from the nucleus. -/
def coreDensity (A a s r : ℝ) : ℝ := A * r ^ (-s) * Real.exp (-(a * r))

/-- The function `r^(p-1) exp(-w r)` of `r > 0` with complex decay constant `w`. -/
def kernel (p : ℝ) (w : ℂ) (r : ℝ) : ℂ := ((r ^ (p - 1) : ℝ) : ℂ) * Complex.exp (-(w * r))

/-- The modulus of the kernel at `r > 0` depends only on the real part of `w`. -/
theorem norm_kernel {r : ℝ} (hr : 0 < r) (p : ℝ) (w : ℂ) :
    ‖kernel p w r‖ = r ^ (p - 1) * Real.exp (-(w.re * r)) := by
  rw [kernel, norm_mul, Complex.norm_real, Real.norm_of_nonneg (Real.rpow_nonneg hr.le _),
    Complex.norm_exp]
  simp

/-- The kernel is a measurable function of the radius. -/
theorem measurable_kernel (p : ℝ) (w : ℂ) : Measurable (kernel p w) :=
  (Complex.measurable_ofReal.comp (measurable_id.pow_const (p - 1))).mul
    (by fun_prop : Continuous fun r : ℝ => Complex.exp (-(w * r))).measurable

/-- For `p > 0` and `b > 0` the function `r^(p-1) exp(-b r)` is integrable over `r > 0`. -/
theorem integrable_core {p b : ℝ} (hp : 0 < p) (hb : 0 < b) :
    Integrable (fun r : ℝ => r ^ (p - 1) * Real.exp (-(b * r))) (volume.restrict (Ioi 0)) := by
  by_contra hc
  have h := Real.integral_rpow_mul_exp_neg_mul_Ioi hp hb
  have hpos := mul_pos (Real.rpow_pos_of_pos (one_div_pos.mpr hb) p) (Real.Gamma_pos_of_pos hp)
  exact hpos.ne ((integral_undef hc).symm.trans h)

/-- For `p > 0` and `Re w > 0` the kernel is integrable over `r > 0`. -/
theorem integrable_kernel {p : ℝ} {w : ℂ} (hp : 0 < p) (hw : 0 < w.re) :
    Integrable (kernel p w) (volume.restrict (Ioi 0)) := by
  refine (integrable_core hp hw).mono' (measurable_kernel p w).aestronglyMeasurable ?_
  filter_upwards [ae_restrict_mem measurableSet_Ioi] with r hr
  exact (norm_kernel hr p w).le

/-- For `p > 0` and `Re w > 0`, the integral of `r^(p-1) exp(-w r)` over `r > 0` is
`(1/w)^p Γ(p)`. -/
theorem integral_kernel {p : ℝ} {w : ℂ} (hp : 0 < p) (hw : 0 < w.re) :
    ∫ r in Ioi (0 : ℝ), kernel p w r = (1 / w) ^ (p : ℂ) * (Real.Gamma p : ℂ) := by
  have hU : IsOpen {z : ℂ | 0 < z.re} := isOpen_lt continuous_const Complex.continuous_re
  -- both sides are holomorphic in the right half-plane
  have hf : DifferentiableOn ℂ (fun z => ∫ r in Ioi (0 : ℝ), kernel p z r)
      {z : ℂ | 0 < z.re} := by
    intro z hz
    have hz0 : 0 < z.re := hz
    have hs : {y : ℂ | z.re / 2 < y.re} ∈ 𝓝 z :=
      (isOpen_lt continuous_const Complex.continuous_re).mem_nhds (half_lt_self hz0)
    refine (hasDerivAt_integral_of_dominated_loc_of_deriv_le (μ := volume.restrict (Ioi 0))
      (F := kernel p) (F' := fun y r => -kernel (p + 1) y r)
      (bound := fun r => r ^ (p + 1 - 1) * Real.exp (-(z.re / 2 * r))) hs
      (Eventually.of_forall fun y => (measurable_kernel p y).aestronglyMeasurable)
      (integrable_kernel hp hz0) (measurable_kernel _ z).neg.aestronglyMeasurable ?_
      (integrable_core (by linarith) (half_pos hz0)) ?_).2.differentiableAt.differentiableWithinAt
    · filter_upwards [ae_restrict_mem measurableSet_Ioi] with r hr y hy
      have hr0 : 0 < r := hr
      have hy0 : z.re / 2 < y.re := hy
      rw [norm_neg, norm_kernel hr0]
      exact mul_le_mul_of_nonneg_left (Real.exp_le_exp.mpr (by nlinarith))
        (Real.rpow_nonneg hr0.le _)
    · filter_upwards [ae_restrict_mem measurableSet_Ioi] with r hr y _
      have hr0 : 0 < r := hr
      have h := (((hasDerivAt_id' y).mul_const (r : ℂ)).fun_neg.cexp).const_mul
        ((r ^ (p - 1) : ℝ) : ℂ)
      refine h.congr_deriv ?_
      have e : r ^ (p + 1 - 1) = r ^ (p - 1) * r := by
        rw [show p + 1 - 1 = (p - 1) + 1 by ring, Real.rpow_add hr0, Real.rpow_one]
      simp only [kernel, e, Complex.ofReal_mul]
      ring
  have hg : DifferentiableOn ℂ (fun z : ℂ => (1 / z) ^ (p : ℂ) * (Real.Gamma p : ℂ))
      {z : ℂ | 0 < z.re} := by
    intro z hz
    have hz0 : 0 < z.re := hz
    have hne : z ≠ 0 := by
      rintro rfl
      simp at hz0
    have hre : 0 < (1 / z).re := by
      rw [one_div, Complex.inv_re]
      exact div_pos hz0 (Complex.normSq_pos.mpr hne)
    have h1 : DifferentiableAt ℂ (fun y : ℂ => 1 / y) z := by
      fun_prop (disch := exact hne)
    exact ((h1.cpow (differentiableAt_const _) (Or.inl hre)).mul_const _).differentiableWithinAt
  -- they agree on the positive real axis, hence everywhere
  have ht : Tendsto (fun x : ℝ => (x : ℂ)) (𝓝[≠] 1) (𝓝[≠] ((1 : ℝ) : ℂ)) :=
    tendsto_nhdsWithin_iff.mpr
      ⟨(Complex.continuous_ofReal.tendsto 1).mono_left nhdsWithin_le_nhds,
        eventually_mem_nhdsWithin.mono fun x hx h => hx (Complex.ofReal_injective h)⟩
  refine (hf.analyticOnNhd hU).eqOn_of_preconnected_of_frequently_eq (hg.analyticOnNhd hU)
    (convex_halfSpace_re_gt 0).isPreconnected (z₀ := ((1 : ℝ) : ℂ)) (by simp)
    (ht.frequently (Eventually.frequently ?_)) hw
  filter_upwards [mem_nhdsWithin_of_mem_nhds (lt_mem_nhds (one_pos : (0 : ℝ) < 1))] with x hx
  have h := Complex.integral_cpow_mul_exp_neg_mul_Ioi (a := (p : ℂ)) (by simpa using hp) hx
  rw [Complex.Gamma_ofReal] at h
  refine Eq.trans (setIntegral_congr_fun measurableSet_Ioi fun r hr => ?_) h
  have hr0 : (0 : ℝ) < r := hr
  simp only [kernel, Complex.ofReal_cpow hr0.le, Complex.ofReal_sub, Complex.ofReal_one]

/-- Closed form of `q^(3-s) F(q)` for the density `A r^(-s) exp(-a r)`, with `s < 2`, `a > 0`
and `q > 0`. -/
theorem scaled_radialFourier {a s q : ℝ} (A : ℝ) (ha : 0 < a) (hs : s < 2) (hq : 0 < q) :
    q ^ (3 - s) * radialFourier (coreDensity A a s) q = 4 * π * A * Real.Gamma (2 - s)
      * ((1 / (((a / q : ℝ) : ℂ) - Complex.I)) ^ ((2 - s : ℝ) : ℂ)).im := by
  have hp : 0 < 2 - s := by linarith
  have hw : 0 < ((a : ℂ) - q * Complex.I).re := by simpa using ha
  have hqc : (q : ℂ) ≠ 0 := Complex.ofReal_ne_zero.mpr hq.ne'
  have hz : 1 / ((a : ℂ) - q * Complex.I) ≠ 0 := by
    refine one_div_ne_zero fun h => ?_
    rw [h] at hw
    simp at hw
  -- the sine transform is the imaginary part of the complex integral
  have him := integral_im (integrable_kernel hp hw)
  simp only [RCLike.im_eq_complex_im] at him
  rw [integral_kernel hp hw, Complex.im_mul_ofReal] at him
  have hF : ∫ r in Ioi (0 : ℝ), r * coreDensity A a s r * Real.sin (q * r)
      = A * ∫ r in Ioi (0 : ℝ), (kernel (2 - s) ((a : ℂ) - q * Complex.I) r).im := by
    rw [← integral_const_mul]
    refine setIntegral_congr_fun measurableSet_Ioi fun r hr => ?_
    have hr0 : 0 < r := hr
    have e : r ^ (2 - s - 1) = r * r ^ (-s) := by
      rw [show 2 - s - 1 = 1 + -s by ring, Real.rpow_add hr0, Real.rpow_one]
    have e1 : (-(((a : ℂ) - q * Complex.I) * r)).re = -(a * r) := by simp
    have e2 : (-(((a : ℂ) - q * Complex.I) * r)).im = q * r := by simp
    simp only [coreDensity, kernel, Complex.im_ofReal_mul, Complex.exp_im, e1, e2, e]
    ring
  -- a positive factor q passes through the complex power
  have e3 : 1 / (((a / q : ℝ) : ℂ) - Complex.I) = q * (1 / ((a : ℂ) - q * Complex.I)) := by
    have : ((a / q : ℝ) : ℂ) - Complex.I = ((a : ℂ) - q * Complex.I) / q := by
      rw [Complex.ofReal_div, sub_div, mul_div_cancel_left₀ _ hqc]
    rw [this, one_div_div, div_eq_mul_one_div]
  have e4 : (1 / (((a / q : ℝ) : ℂ) - Complex.I)) ^ ((2 - s : ℝ) : ℂ)
      = ((q ^ (2 - s) : ℝ) : ℂ) * (1 / ((a : ℂ) - q * Complex.I)) ^ ((2 - s : ℝ) : ℂ) := by
    rw [e3, Complex.cpow_def_of_ne_zero (mul_ne_zero hqc hz), Complex.log_ofReal_mul hq hz,
      add_mul, Complex.exp_add, ← Complex.cpow_def_of_ne_zero hz, Real.rpow_def_of_pos hq,
      Complex.ofReal_exp, Complex.ofReal_mul]
  have h1 : q ^ (3 - s) = q ^ (2 - s) * q := by
    rw [show 3 - s = (2 - s) + 1 by ring, Real.rpow_add hq, Real.rpow_one]
  have hc : q * (4 * π / q) = 4 * π := by field_simp
  rw [radialFourier, hF, him, e4, Complex.im_ofReal_mul, h1]
  generalize ((1 / ((a : ℂ) - q * Complex.I)) ^ ((2 - s : ℝ) : ℂ)).im = y
  linear_combination (q ^ (2 - s) * A * y * Real.Gamma (2 - s)) * hc

/-- For `s < 2` and `a > 0`, the transform of `A r^(-s) exp(-a r)` times `q^(3-s)` tends to
`4π A Γ(2-s) sin((2-s)π/2)` as `q` grows. -/
theorem tendsto_scaled {a s : ℝ} (A : ℝ) (ha : 0 < a) (hs : s < 2) :
    Tendsto (fun q => q ^ (3 - s) * radialFourier (coreDensity A a s) q) atTop
      (𝓝 (4 * π * A * Real.Gamma (2 - s) * Real.sin ((2 - s) * (π / 2)))) := by
  have h0 : Tendsto (fun q : ℝ => a / q) atTop (𝓝 0) := tendsto_const_nhds.div_atTop tendsto_id
  have hc : Tendsto (fun x : ℝ => 1 / ((x : ℂ) - Complex.I)) (𝓝 0) (𝓝 Complex.I) := by
    have h : ContinuousAt (fun x : ℝ => 1 / ((x : ℂ) - Complex.I)) 0 :=
      continuousAt_const.div (by fun_prop) (by simp)
    simpa [ContinuousAt] using h
  have hI : Complex.I ∈ Complex.slitPlane := by simp [Complex.mem_slitPlane_iff]
  have hv : (Complex.I ^ ((2 - s : ℝ) : ℂ)).im = Real.sin ((2 - s) * (π / 2)) := by
    rw [Complex.cpow_def_of_ne_zero Complex.I_ne_zero, Complex.log_I,
      show (π : ℂ) / 2 * Complex.I * ((2 - s : ℝ) : ℂ)
        = (((2 - s) * (π / 2) : ℝ) : ℂ) * Complex.I by push_cast; ring,
      Complex.exp_ofReal_mul_I_im]
  have h := (Complex.continuous_im.tendsto _).comp
    ((continuousAt_cpow_const (b := ((2 - s : ℝ) : ℂ)) hI).tendsto.comp (hc.comp h0))
  rw [hv] at h
  refine (h.const_mul (4 * π * A * Real.Gamma (2 - s))).congr' ?_
  filter_upwards [eventually_gt_atTop 0] with q hq
  exact (scaled_radialFourier A ha hs hq).symm

/-- Thomas-Fermi singularity: for `n = A r^(-3/2) exp(-a r)` with `a > 0`, the transform times
`q^(3/2)` tends to `4π A √(π/2)` as `q` grows. -/
theorem thomasFermi_tail {a : ℝ} (A : ℝ) (ha : 0 < a) :
    Tendsto (fun q => q ^ (3 / 2 : ℝ) * radialFourier (coreDensity A a (3 / 2)) q) atTop
      (𝓝 (4 * π * A * √(π / 2))) := by
  have h := tendsto_scaled (s := 3 / 2) A ha (by norm_num)
  rw [show (3 : ℝ) - 3 / 2 = 3 / 2 by norm_num, show (2 : ℝ) - 3 / 2 = 1 / 2 by norm_num,
    Real.Gamma_one_half_eq, show 1 / 2 * (π / 2) = π / 4 by ring, Real.sin_pi_div_four] at h
  have h2 : √2 * √2 = (2 : ℝ) := Real.mul_self_sqrt (by norm_num)
  have hc : √(π / 2) = √π * (√2 / 2) := by
    rw [Real.sqrt_div Real.pi_pos.le, div_eq_iff (by positivity)]
    linear_combination (-(√π) / 2) * h2
  rw [hc, ← mul_assoc]
  exact h

/-- For `n = A r^(-3/2) exp(-a r)` with `A ≠ 0` and `a > 0`, the mean-square weight `q² F(q)²`
beyond any plane-wave cutoff `Q > 0` is not integrable. -/
theorem thomasFermi_not_meanSquare {A a Q : ℝ} (hA : A ≠ 0) (ha : 0 < a) (hQ : 0 < Q) :
    ¬ IntegrableOn (fun q => (q * radialFourier (coreDensity A a (3 / 2)) q) ^ 2) (Ioi Q) := by
  intro h
  have hT := (thomasFermi_tail A ha).pow 2
  have hL : 4 * π * A * √(π / 2) ≠ 0 :=
    mul_ne_zero (mul_ne_zero (by positivity) hA) (by positivity)
  generalize 4 * π * A * √(π / 2) = L at hT hL
  have hL2 : 0 < L ^ 2 := by positivity
  obtain ⟨R, hR⟩ := eventually_atTop.mp (hT.eventually (lt_mem_nhds (half_lt_self hL2)))
  have hM : 0 < max R Q := lt_of_lt_of_le hQ (le_max_right R Q)
  -- the weight dominates a multiple of 1/q, whose integral diverges logarithmically
  have h' : IntegrableOn (fun q : ℝ => q ^ (-1 : ℝ)) (Ioi (max R Q)) := by
    have hi := Integrable.const_mul (h.mono_set (Ioi_subset_Ioi (le_max_right R Q))) (2 / L ^ 2)
    have hm : Measurable (fun q : ℝ => q ^ (-1 : ℝ)) := by fun_prop
    refine Integrable.mono' hi hm.aestronglyMeasurable ?_
    filter_upwards [ae_restrict_mem measurableSet_Ioi] with q hq
    have hq1 : max R Q < q := hq
    have hq0 : 0 < q := hM.trans hq1
    have hp : 0 ≤ q ^ (-1 : ℝ) := Real.rpow_nonneg hq0.le _
    have hb := hR q ((le_max_left R Q).trans hq1.le)
    have e : (q ^ (3 / 2 : ℝ)) ^ 2 * q ^ (-1 : ℝ) = q ^ 2 := by
      rw [← Real.rpow_two (q ^ (3 / 2 : ℝ)), ← Real.rpow_mul hq0.le, ← Real.rpow_add hq0,
        show (3 / 2 : ℝ) * 2 + -1 = 2 by norm_num, Real.rpow_two]
    rw [Real.norm_of_nonneg hp, mul_pow, ← e, mul_right_comm, ← mul_pow, ← mul_assoc]
    refine le_mul_of_one_le_left hp ?_
    rw [div_mul_eq_mul_div, le_div_iff₀ hL2]
    linarith
  exact lt_irrefl _ ((integrableOn_Ioi_rpow_iff hM).mp h')

end

end ThomasFermiPlaneWave
```

```lean
#print axioms ThomasFermiPlaneWave.thomasFermi_not_meanSquare
```

```
'ThomasFermiPlaneWave.thomasFermi_not_meanSquare' depends on axioms: [propext, Classical.choice, Quot.sound]
```

### What the statements say

`radialFourier n q` is \(F(q)\) for any real function `n` of the radius, and `coreDensity A a s r` is \(A\,r^{-s}e^{-ar}\). The convention is the unnormalised transform, with no factor of \((2\pi)^{-3/2}\). `Ioi 0` is the half-line \(r>0\), and `atTop` is the limit \(q\to\infty\).

- `tendsto_scaled` is the limit for general \(s<2\) and \(a>0\), with any real \(A\).
- `thomasFermi_tail` is the case \(s=3/2\), with limit \(4\pi A\sqrt{\pi/2}\).
- `thomasFermi_not_meanSquare` says that for \(A\neq0\), \(a>0\) and any \(Q>0\), the function \((qF(q))^2\) is not integrable on \(q>Q\).

In the physical case \(A\) is positive and fixed by the nuclear charge, while \(a\) is an inverse length that cuts the density off far from the nucleus. The exponential is an assumption of the model: the density is given explicitly and is not a solution of the Thomas-Fermi equation, whose neutral atom decays as a power of \(r\). Reading the weight as the squared error of a truncated density uses Parseval's relation, a mathematical theorem that the Lean code here does not include.

The condition \(s<2\) makes the complex integral converge absolutely at the origin. At \(s=0\), a density with a cusp, the sine in the limit vanishes, so the general theorem says only that \(F\) falls faster than \(q^{-3}\).

### How Lean reaches the limit and the divergence

The integrand \(r^{p-1}e^{-wr}\) is called `kernel`. `norm_kernel` computes its modulus, which involves only \(\operatorname{Re}w\), and `measurable_kernel` supplies measurability. `integrable_core` treats the real integrand by contradiction: Mathlib assigns the value zero to the integral of a non-integrable function, whereas the known Gamma integral is positive. `integrable_kernel` carries this over to complex \(w\) by comparing moduli.

`integral_kernel` is the continuation from real to complex \(w\). The left side is differentiated under the integral sign, and near a point \(z\) the derivative is dominated by \(r^{p}e^{-(\operatorname{Re}z/2)r}\). The right side is differentiable because \(1/z\) stays in the right half-plane, away from the branch cut of the power. The two sides agree at real points accumulating at 1, and the identity theorem for analytic functions extends the equality to the half-plane.

`scaled_radialFourier` takes the imaginary part (`him`), identifies it with the sine integral (`hF`), and moves \(q^{2-s}\) into the complex power (`e4`). The result is the closed form above, valid for every \(q>0\). `tendsto_scaled` then lets \(a/q\to0\), using continuity of the power at \(i\), and `hv` evaluates \(\operatorname{Im}i^{2-s}\). `thomasFermi_tail` inserts the values of \(\Gamma(1/2)\) and \(\sin(\pi/4)\).

`thomasFermi_not_meanSquare` assumes that the weight is integrable. Squaring the limit gives an `R` beyond which \((q^{3/2}F)^2>L^2/2\). For \(q>\max(R,Q)\) it follows that \(q^{-1}\le(2/L^2)\,(qF)^2\), so \(q^{-1}\) would be integrable there too. Mathlib's criterion `integrableOn_Ioi_rpow_iff` requires an exponent strictly below \(-1\) for that, and the contradiction is \(-1<-1\).
